# On one-orbital sites with at most $z$ neighbours, adding an intersite Hubbard potential to a fixed one-electron Hamiltonian shifts no level by more than $V\sqrt z/2$

The intersite Hubbard correction of DFT+U+V adds $-Vn_{ij}$ to the matrix element between neighbouring sites $i$ and $j$, where $V\ge 0$ and $n$ is the occupation matrix of one spin channel. For one orbital per site in an orthonormal basis, its effect on the levels of a fixed one-electron Hamiltonian can be bounded without knowing $n$ in detail. If every site has at most $z$ neighbours and all occupation eigenvalues lie between 0 and 1, no level moves by more than $V\sqrt z/2$.

In Lean 4 with Mathlib:

```lean
import Mathlib

open Matrix Finset
open scoped ComplexOrder

namespace IntersiteHubbardV

noncomputable section

variable {ι : Type*} [Fintype ι] [DecidableEq ι] {N : ℕ}

/-- The intersite potential: `-V n_ij` on the edges of the graph and zero elsewhere. -/
def intersiteV (G : SimpleGraph ι) [DecidableRel G.Adj] (V : ℝ) (n : Matrix ι ι ℂ) :
    Matrix ι ι ℂ :=
  Matrix.of fun i j => if G.Adj i j then -(V : ℂ) * n i j else 0

/-- The real part of `⟨x|A|x⟩`, for a vector `x` that need not be normalised. -/
def energy (A : Matrix ι ι ℂ) (x : ι → ℂ) : ℝ := (star x ⬝ᵥ A *ᵥ x).re

/-- `E` lists the levels of `H` in increasing order, each repeated according to its
degeneracy: `H = U diag(E) U†` with `U` unitary. -/
def IsLevels (H : Matrix (Fin N) (Fin N) ℂ) (E : Fin N → ℝ) : Prop :=
  Monotone E ∧ ∃ U : Matrix (Fin N) (Fin N) ℂ,
    U * Uᴴ = 1 ∧ H = U * diagonal (fun a => (E a : ℂ)) * Uᴴ

/-- If `0 ≤ n ≤ 1`, the squared moduli of the off-diagonal occupations in any row sum to
at most `1/4`. -/
theorem offdiag_sq_le {n : Matrix ι ι ℂ} (h0 : n.PosSemidef) (h1 : (1 - n).PosSemidef)
    (i : ι) : ∑ j ∈ univ.erase i, ‖n i j‖ ^ 2 ≤ 1 / 4 := by
  -- `n - n²` is a sum of two positive matrices
  have hp : (n - n * n).PosSemidef := by
    have a := h1.conjTranspose_mul_mul_same n
    have b := h0.conjTranspose_mul_mul_same (1 - n)
    rw [h0.isHermitian.eq] at a
    rw [h1.isHermitian.eq] at b
    have e : n - n * n = n * (1 - n) * n + (1 - n) * n * (1 - n) := by noncomm_ring
    rw [e]
    exact a.add b
  have hd := (Complex.le_def.mp (hp.diag_nonneg (i := i))).1
  have hs : ((n * n) i i).re = ∑ j, ‖n i j‖ ^ 2 := by
    rw [Matrix.mul_apply, Complex.re_sum]
    refine sum_congr rfl fun j _ => ?_
    rw [← h0.isHermitian.apply j i, Complex.sq_norm, Complex.normSq_apply]
    simp [Complex.mul_re]
  have hsplit := add_sum_erase univ (fun j => ‖n i j‖ ^ 2) (mem_univ i)
  rw [Matrix.sub_apply, Complex.sub_re, hs, Complex.zero_re] at hd
  have hre : (n i i).re ^ 2 ≤ ‖n i i‖ ^ 2 := by
    rw [Complex.sq_norm, Complex.normSq_apply]
    nlinarith [sq_nonneg (n i i).im]

  nlinarith [sq_nonneg ((n i i).re - 1 / 2)]

omit [Fintype ι] [DecidableEq ι] in
/-- The intersite potential of a Hermitian occupation matrix is Hermitian. -/
theorem intersiteV_isHermitian (G : SimpleGraph ι) [DecidableRel G.Adj] (V : ℝ)
    {n : Matrix ι ι ℂ} (hn : n.IsHermitian) : (intersiteV G V n).IsHermitian := by
  refine IsHermitian.ext fun i j => ?_
  have e := hn.apply i j
  simp only [Complex.star_def] at e
  by_cases h : G.Adj i j
  · simp [intersiteV, h, h.symm, e]
  · have h' : ¬ G.Adj j i := fun a => h a.symm
    simp [intersiteV, h, h']

/-- For `V ≥ 0`, `0 ≤ n ≤ 1` and at most `z` neighbours per site, the moduli in each row of
the intersite potential sum to at most `V √z / 2`. -/
theorem row_sum_le (G : SimpleGraph ι) [DecidableRel G.Adj] {z : ℕ}
    (hz : ∀ i, G.degree i ≤ z) {V : ℝ} (hV : 0 ≤ V) {n : Matrix ι ι ℂ}
    (h0 : n.PosSemidef) (h1 : (1 - n).PosSemidef) (i : ι) :
    ∑ j, ‖intersiteV G V n i j‖ ≤ V * √z / 2 := by
  have hent : ∀ j, ‖intersiteV G V n i j‖ = if G.Adj i j then V * ‖n i j‖ else 0 := by
    intro j
    by_cases h : G.Adj i j <;> simp [intersiteV, h, abs_of_nonneg hV]
  have hf : univ.filter (fun j => G.Adj i j) = G.neighborFinset i := by ext j; simp
  simp only [hent]
  rw [← sum_filter, ← mul_sum, hf]
  have hsub : G.neighborFinset i ⊆ univ.erase i := by
    intro j hj
    have hadj : G.Adj i j := by simpa using hj
    exact mem_erase.mpr ⟨(G.ne_of_adj hadj).symm, mem_univ j⟩
  have hq : ∑ j ∈ G.neighborFinset i, ‖n i j‖ ^ 2 ≤ 1 / 4 :=
    (sum_le_sum_of_subset_of_nonneg hsub fun _ _ _ => sq_nonneg _).trans
      (offdiag_sq_le h0 h1 i)
  have hc : ((G.neighborFinset i).card : ℝ) ≤ z := by
    rw [G.card_neighborFinset_eq_degree]
    exact_mod_cast hz i
  -- Cauchy-Schwarz over the neighbours
  have hcs : (∑ j ∈ G.neighborFinset i, ‖n i j‖) ^ 2 ≤ (√z / 2) ^ 2 := by
    calc _ ≤ ((G.neighborFinset i).card : ℝ) * ∑ j ∈ G.neighborFinset i, ‖n i j‖ ^ 2 :=
          sq_sum_le_card_mul_sum_sq
      _ ≤ z * (1 / 4) := mul_le_mul hc hq (sum_nonneg fun _ _ => sq_nonneg _) (by positivity)
      _ = (√z / 2) ^ 2 := by rw [div_pow, Real.sq_sqrt (Nat.cast_nonneg z)]; ring
  have hle := (le_abs_self _).trans (abs_le_of_sq_le_sq hcs (by positivity))
  calc _ ≤ V * (√z / 2) := mul_le_mul_of_nonneg_left hle hV
    _ = V * √z / 2 := by ring

omit [DecidableEq ι] in
/-- If the moduli in each row of a Hermitian matrix sum to at most `c`, its expectation value
in any state is at most `c` times the squared norm, in absolute value. -/
theorem abs_energy_le {W : Matrix ι ι ℂ} (hW : W.IsHermitian) {c : ℝ}
    (hc : ∀ i, ∑ j, ‖W i j‖ ≤ c) (x : ι → ℂ) :
    |energy W x| ≤ c * ∑ i, ‖x i‖ ^ 2 := by
  have hs : ∑ i, ∑ j, ‖W i j‖ * ‖x j‖ ^ 2 = ∑ i, ∑ j, ‖W i j‖ * ‖x i‖ ^ 2 := by
    rw [sum_comm]
    refine sum_congr rfl fun i _ => sum_congr rfl fun j _ => ?_
    rw [← hW.apply j i, norm_star]
  calc |energy W x| ≤ ‖star x ⬝ᵥ W *ᵥ x‖ := Complex.abs_re_le_norm _
    _ = ‖∑ i, ∑ j, star (x i) * (W i j * x j)‖ := by
        simp only [dotProduct, mulVec, mul_sum, Pi.star_apply]
    _ ≤ ∑ i, ∑ j, ‖W i j‖ * ((‖x i‖ ^ 2 + ‖x j‖ ^ 2) / 2) := by
        refine (norm_sum_le _ _).trans (sum_le_sum fun i _ =>
          (norm_sum_le _ _).trans (sum_le_sum fun j _ => ?_))
        rw [norm_mul, norm_mul, norm_star]
        nlinarith [mul_nonneg (norm_nonneg (W i j)) (sq_nonneg (‖x i‖ - ‖x j‖))]
    _ = ∑ i, ∑ j, ‖W i j‖ * ‖x i‖ ^ 2 := by
        simp only [mul_div_assoc', mul_add, ← sum_div, sum_add_distrib]
        rw [hs]
        ring
    _ ≤ c * ∑ i, ‖x i‖ ^ 2 := by
        rw [mul_sum]
        refine sum_le_sum fun i _ => ?_
        rw [← sum_mul]
        exact mul_le_mul_of_nonneg_right (hc i) (sq_nonneg _)

/-- For `V ≥ 0`, `0 ≤ n ≤ 1` and at most `z` neighbours per site, every real eigenvalue `μ` of
the intersite potential lies in `[-V √z / 2, V √z / 2]`. -/
theorem eigenvalue_mem_Icc (G : SimpleGraph ι) [DecidableRel G.Adj] {z : ℕ}
    (hz : ∀ i, G.degree i ≤ z) {V : ℝ} (hV : 0 ≤ V) {n : Matrix ι ι ℂ}
    (h0 : n.PosSemidef) (h1 : (1 - n).PosSemidef) {μ : ℝ} {x : ι → ℂ} (hx : x ≠ 0)
    (hμ : intersiteV G V n *ᵥ x = (μ : ℂ) • x) :
    μ ∈ Set.Icc (-(V * √z / 2)) (V * √z / 2) := by
  have hb := abs_energy_le (intersiteV_isHermitian G V h0.isHermitian)
    (row_sum_le G hz hV h0 h1) x
  have he : energy (intersiteV G V n) x = μ * ∑ i, ‖x i‖ ^ 2 := by
    rw [energy, hμ]
    simp only [dotProduct, Pi.star_apply, Pi.smul_apply, smul_eq_mul, Complex.re_sum, mul_sum]
    refine sum_congr rfl fun i _ => ?_
    rw [Complex.sq_norm, Complex.normSq_apply]
    simp
    ring
  obtain ⟨i, hi⟩ := Function.ne_iff.mp hx
  have hpos : 0 < ∑ i, ‖x i‖ ^ 2 :=
    sum_pos' (fun _ _ => sq_nonneg _) ⟨i, mem_univ i, pow_pos (norm_pos_iff.mpr hi) 2⟩
  rw [he, abs_mul, abs_of_pos hpos] at hb
  exact abs_le.mp (le_of_mul_le_mul_right hb hpos)

/-- The expectation value of `U diag(E) U†` is the sum of the `E a` weighted by the squared
moduli of the components of `U† x`. -/
theorem energy_diagonal (U : Matrix (Fin N) (Fin N) ℂ) (E : Fin N → ℝ) (x : Fin N → ℂ) :
    energy (U * diagonal (fun a => (E a : ℂ)) * Uᴴ) x = ∑ a, E a * ‖(Uᴴ *ᵥ x) a‖ ^ 2 := by
  have h : star x ᵥ* U = star (Uᴴ *ᵥ x) := by
    rw [Matrix.star_mulVec, conjTranspose_conjTranspose]
  rw [energy, ← Matrix.mulVec_mulVec, ← Matrix.mulVec_mulVec, Matrix.dotProduct_mulVec, h]
  generalize Uᴴ *ᵥ x = y
  simp only [dotProduct, mulVec_diagonal, Pi.star_apply, Complex.re_sum]
  refine sum_congr rfl fun a _ => ?_
  rw [Complex.sq_norm, Complex.normSq_apply]
  simp
  ring

/-- Weyl's comparison of levels: if the energy of every state under `H'` exceeds that under `H`
by at most `c` times its squared norm, then each ordered level rises by at most `c`. -/
theorem weyl_level_le {H H' : Matrix (Fin N) (Fin N) ℂ} {E E' : Fin N → ℝ}
    (hH : IsLevels H E) (hH' : IsLevels H' E') {c : ℝ}
    (h : ∀ x, energy H' x ≤ energy H x + c * ∑ i, ‖x i‖ ^ 2) (k : Fin N) :
    E' k ≤ E k + c := by
  obtain ⟨hE, U, hU, rfl⟩ := hH
  obtain ⟨hE', U', hU', rfl⟩ := hH'
  -- a unitary change of basis keeps the norm
  have hnorm : ∀ (Q : Matrix (Fin N) (Fin N) ℂ), Q * Qᴴ = 1 → ∀ x : Fin N → ℂ,
      ∑ a, ‖(Qᴴ *ᵥ x) a‖ ^ 2 = ∑ a, ‖x a‖ ^ 2 := by
    intro Q hQ x
    have a := energy_diagonal Q (fun _ => 1) x
    have b := energy_diagonal 1 (fun _ => 1) x
    have hD : diagonal (fun _ : Fin N => ((1 : ℝ) : ℂ)) = 1 := by simp
    simp only [hD, mul_one, hQ, conjTranspose_one, one_mulVec, one_mul] at a b
    exact a.symm.trans b
  -- `N - 1` linear conditions on `N` amplitudes leave a nonzero state
  let M : Matrix (Fin N) (Fin N) ℂ :=
    Matrix.of fun i j => if k < i then Uᴴ i j else if i < k then U'ᴴ i j else 0
  have hdet : M.det = 0 := det_eq_zero_of_row_eq_zero k (by intro j; simp [M])
  obtain ⟨x, hx, hM⟩ := Matrix.exists_mulVec_eq_zero_iff.mpr hdet
  have hy : ∀ a, k < a → (Uᴴ *ᵥ x) a = 0 := by
    intro a ha
    have := congrFun hM a
    simpa [M, mulVec, dotProduct, ha] using this
  have hy' : ∀ a, a < k → (U'ᴴ *ᵥ x) a = 0 := by
    intro a ha
    have := congrFun hM a
    simpa [M, mulVec, dotProduct, ha, not_lt_of_ge ha.le] using this
  have hup : ∑ a, E a * ‖(Uᴴ *ᵥ x) a‖ ^ 2 ≤ E k * ∑ i, ‖x i‖ ^ 2 := by
    rw [← hnorm U hU x, mul_sum]
    refine sum_le_sum fun a _ => ?_
    by_cases ha : k < a
    · simp [hy a ha]
    · exact mul_le_mul_of_nonneg_right (hE (not_lt.mp ha)) (sq_nonneg _)
  have hlow : E' k * ∑ i, ‖x i‖ ^ 2 ≤ ∑ a, E' a * ‖(U'ᴴ *ᵥ x) a‖ ^ 2 := by
    rw [← hnorm U' hU' x, mul_sum]
    refine sum_le_sum fun a _ => ?_
    by_cases ha : a < k
    · simp [hy' a ha]
    · exact mul_le_mul_of_nonneg_right (hE' (not_lt.mp ha)) (sq_nonneg _)
  obtain ⟨i, hi⟩ := Function.ne_iff.mp hx
  have hpos : 0 < ∑ i, ‖x i‖ ^ 2 :=
    sum_pos' (fun _ _ => sq_nonneg _) ⟨i, mem_univ i, pow_pos (norm_pos_iff.mpr hi) 2⟩
  have hx' := h x
  rw [energy_diagonal, energy_diagonal] at hx'
  refine le_of_mul_le_mul_right ?_ hpos
  rw [add_mul]
  linarith

/-- For `V ≥ 0`, `0 ≤ n ≤ 1` and at most `z` neighbours per site, adding the intersite potential
to a Hamiltonian `H` shifts each ordered level by at most `V √z / 2`. -/
theorem level_shift_le (G : SimpleGraph (Fin N)) [DecidableRel G.Adj] {z : ℕ}
    (hz : ∀ i, G.degree i ≤ z) {V : ℝ} (hV : 0 ≤ V) {n H : Matrix (Fin N) (Fin N) ℂ}
    (h0 : n.PosSemidef) (h1 : (1 - n).PosSemidef) {E E' : Fin N → ℝ}
    (hE : IsLevels H E) (hE' : IsLevels (H + intersiteV G V n) E') (k : Fin N) :
    |E' k - E k| ≤ V * √z / 2 := by
  have hb := fun x => abs_le.mp (abs_energy_le (intersiteV_isHermitian G V h0.isHermitian)
    (row_sum_le G hz hV h0 h1) x)
  have hadd : ∀ x, energy (H + intersiteV G V n) x
      = energy H x + energy (intersiteV G V n) x := by
    intro x
    simp only [energy, Matrix.add_mulVec, dotProduct_add, Complex.add_re]
  have up := weyl_level_le (c := V * √z / 2) hE hE'
    (fun x => by linarith [hadd x, (hb x).2]) k
  have down := weyl_level_le (c := V * √z / 2) hE' hE
    (fun x => by linarith [hadd x, (hb x).1]) k
  exact abs_le.mpr ⟨by linarith, by linarith⟩

/-- The occupation matrix of a dimer with all entries `1/2`. -/
def dimer : Matrix (Fin 2) (Fin 2) ℂ := !![1 / 2, 1 / 2; 1 / 2, 1 / 2]

/-- The dimer satisfies `0 ≤ n ≤ 1` with one neighbour per site, and its intersite potential
has the eigenvalues `-V/2` and `V/2`, on the even and the odd combination of the sites. -/
theorem dimer_witness (V : ℝ) :
    dimer.PosSemidef ∧ (1 - dimer).PosSemidef ∧
    (∀ i, (⊤ : SimpleGraph (Fin 2)).degree i ≤ 1) ∧
    intersiteV ⊤ V dimer *ᵥ ![1, 1] = ((-(V / 2) : ℝ) : ℂ) • ![1, 1] ∧
    intersiteV ⊤ V dimer *ᵥ ![1, -1] = ((V / 2 : ℝ) : ℂ) • ![1, -1] := by
  have hH : dimerᴴ = dimer := by
    ext i j
    fin_cases i <;> fin_cases j <;> simp [dimer]
  have hd : dimer * dimer = dimer := by
    ext i j
    fin_cases i <;> fin_cases j <;>
      simp [dimer, Matrix.mul_apply, Fin.sum_univ_two] <;> norm_num
  -- a Hermitian projector and its complement are both positive
  refine ⟨?_, ?_, by decide, ?_, ?_⟩
  · have p := posSemidef_conjTranspose_mul_self dimer
    rwa [hH, hd] at p
  · have p := posSemidef_conjTranspose_mul_self (1 - dimer)
    have q : (1 - dimer) * (1 - dimer) = 1 - dimer := IsIdempotentElem.one_sub hd
    rwa [conjTranspose_sub, conjTranspose_one, hH, q] at p
  · ext i
    fin_cases i <;>
      simp [intersiteV, dimer, mulVec, dotProduct, Fin.sum_univ_two] <;> ring
  · ext i
    fin_cases i <;>
      simp [intersiteV, dimer, mulVec, dotProduct, Fin.sum_univ_two] <;> ring

end

end IntersiteHubbardV
```

```lean
#print axioms IntersiteHubbardV.eigenvalue_mem_Icc
#print axioms IntersiteHubbardV.level_shift_le
```

```
'IntersiteHubbardV.eigenvalue_mem_Icc' depends on axioms: [propext, Classical.choice, Quot.sound]
'IntersiteHubbardV.level_shift_le' depends on axioms: [propext, Classical.choice, Quot.sound]
```

## The potential and its two bounds

Let $n$, with elements $n_{ij}=\langle c_j^\dagger c_i\rangle$, be the occupation matrix of one spin channel in an orthonormal basis with one orbital per site. The intersite potential $W$, written `intersiteV G V n`, has entries $W_{ij}=-Vn_{ij}$ if $i$ and $j$ are neighbours, and zero otherwise. This is the exchange part of a neighbour repulsion in mean field, and the form of the intersite term in DFT+U+V, here restricted to one orbital per site and the same $V$ on every bond.

The theorem `eigenvalue_mem_Icc` says that every eigenvalue $\mu$ of $W$ satisfies
$$-\frac{V\sqrt z}{2}\le\mu\le\frac{V\sqrt z}{2}.$$
The theorem `level_shift_le` compares the ordered levels $E_k$ of a one-electron Hamiltonian $H$ for this spin channel with the levels $E'_k$ of $H+W$ and gives $|E'_k-E_k|\le V\sqrt z/2$ for each $k$. On a square lattice, where $z=4$, the bound is $V$ itself.

## How the physics is encoded

The sites form a finite type `ι`, or `Fin N` when levels are compared. Neighbours are given by a `SimpleGraph`, which has no loops, so $W$ has zero diagonal. The hypotheses `n.PosSemidef` and `(1 - n).PosSemidef` express $0\le n\le 1$, the Pauli bound for one spin channel, and they include Hermiticity.

The eigenvalue theorem takes $\mu$ real, which loses nothing because $W$ is Hermitian. `IsLevels H E` says that $H=U\,\mathrm{diag}(E)\,U^\dagger$ with $U$ unitary and $E$ increasing, so degenerate levels are repeated. The function `energy A x` is the real part of $\langle x|A|x\rangle$ for a vector that need not be normalised, which is why factors of $\|x\|^2=\sum_i|x_i|^2$ appear in the estimates.

The matrices $H$ and $n$ are independent inputs. The bound therefore concerns one addition of $W$ to a given $H$; the further change of $H$ during a self-consistent cycle is not included. Nor are several orbitals per site or overlapping orbitals.

## Occupations limit the off-diagonal elements

The first step, `offdiag_sq_le`, uses the identity
$$n-n^2=n(1-n)n+(1-n)n(1-n),$$
which `noncomm_ring` verifies. Both terms have the form $B^\dagger AB$ with $A\ge0$, so $n-n^2\ge0$ and its diagonal elements are nonnegative. Since $(n^2)_{ii}=\sum_j|n_{ij}|^2$,
$$\sum_{j\ne i}|n_{ij}|^2\le n_{ii}-n_{ii}^2=\tfrac14-\left(n_{ii}-\tfrac12\right)^2\le\tfrac14 .$$
The last square is the one passed to `nlinarith`.

In `row_sum_le`, the Cauchy–Schwarz inequality over the neighbours of $i$, whose number is $d_i\le z$, gives
$$\sum_j|W_{ij}|=V\sum_{j\sim i}|n_{ij}|\le V\sqrt{d_i}\,\Big(\sum_{j\sim i}|n_{ij}|^2\Big)^{1/2}\le\frac{V\sqrt z}{2}=:c .$$

## From row sums to eigenvalues

`intersiteV_isHermitian` gives $|W_{ij}|=|W_{ji}|$. For any vector $x$, `abs_energy_le` then finds
$$|\langle x|W|x\rangle|\le\sum_{ij}|W_{ij}||x_i||x_j|\le\sum_{ij}|W_{ij}|\frac{|x_i|^2+|x_j|^2}{2}=\sum_i|x_i|^2\sum_j|W_{ij}|\le c\|x\|^2 .$$
The second inequality is $(|x_i|-|x_j|)^2\ge0$. The equality exchanges the summation indices, which is the role of `sum_comm`.

If $Wx=\mu x$ with $x\ne0$, the left side is $|\mu|\,\|x\|^2$. Dividing by $\|x\|^2>0$ gives $|\mu|\le c$.

## From expectation values to ordered levels

Write $H=U\,\mathrm{diag}(E)\,U^\dagger$ and $H'=H+W=U'\,\mathrm{diag}(E')\,U'^\dagger$, and set $y=U^\dagger x$ and $y'=U'^\dagger x$. By `energy_diagonal`,
$$\langle x|H|x\rangle=\sum_aE_a|y_a|^2,\qquad \langle x|H'|x\rangle=\sum_aE'_a|y'_a|^2 .$$

Fix $k$ and require $y_a=0$ for $a>k$ and $y'_a=0$ for $a<k$. These are $N-1$ linear conditions on $N$ amplitudes, so some nonzero $x$ meets them. In `weyl_level_le` they are the rows of a matrix `M` whose row $k$ is zero; its determinant vanishes, and `Matrix.exists_mulVec_eq_zero_iff` supplies $x$.

This state contains only levels of $H$ up to $k$ and only levels of $H'$ from $k$ upward. Because both lists are increasing and unitary matrices preserve the norm,
$$E'_k\|x\|^2\le\langle x|H'|x\rangle=\langle x|H|x\rangle+\langle x|W|x\rangle\le(E_k+c)\|x\|^2 .$$
Hence $E'_k\le E_k+c$. Exchanging $H$ and $H'$, with $-W$ in place of $W$, gives $E_k\le E'_k+c$. These are the steps `up` and `down` in `level_shift_le`.

## The half-filled dimer, and what happens without $n\le1$

For two sites joined by one bond, with one electron of each spin in the bonding orbital, each spin channel has
$$n=\frac12\begin{pmatrix}1&1\\1&1\end{pmatrix},\qquad W=-\frac V2\begin{pmatrix}0&1\\1&0\end{pmatrix}.$$
The theorem `dimer_witness` checks that $n$ meets the occupation bounds, using the fact that it is a Hermitian projector, and that $W$ has eigenvalues $-V/2$ and $V/2$. The normalised eigenvectors are $(1,1)/\sqrt2$ and $(1,-1)/\sqrt2$; the code omits the factor $1/\sqrt2$. Both ends of the interval are thus reached for $z=1$. No such claim is made for larger $z$.

Now double this matrix, so that all its entries are 1. It is still positive semidefinite, and each site occupation is still at most 1, but its eigenvalues are 0 and 2. The potential then has eigenvalues $\pm V$, which violate the bound $V/2$ whenever $V>0$. Positivity of $n$ together with site occupations of at most 1 is therefore not enough. The doubled matrix is the spin-summed occupation matrix of a filled bonding orbital, so the bound must be applied to one spin channel at a time.
